# In a quadratic mismatch model, N sites host a nonzero zero-energy modulation at wavenumber 2πp/q (in lowest terms) exactly when q divides N

An excitonic density wave is a spatial modulation that arises when electrons and holes pair at a nonzero wavevector. Here its amplitude is modelled as a real function \(f\) on the whole infinite chain \(\mathbb{Z}\), and a supercell of \(N\) sites enters as the condition \(f(x+N)=f(x)\). The alternative, a function on the integers mod \(N\), describes the same modulations. On \(\mathbb{Z}\) the neighbours of \(x\) are simply \(x\pm1\), even for \(N=1\) or \(N=2\), where neighbours coincide within the cell.

## Phase accumulated over a supercell

Let the lattice spacing be 1 and let \(Q\) be the preferred wavenumber. The mismatch at site \(x\) and the energy are
\[
D(x)=f(x+1)+f(x-1)-2\cos(Q)\,f(x),\qquad E=\sum_{x=0}^{N-1}D(x)^2 .
\]
The value of \(Q\) is postulated. It stands for the wavevector at which electron–hole pairing is most favourable, for instance the separation of an electron pocket and a hole pocket. The claim is that, for coprime integers \(p,q\) with \(q\ge1\), for \(N\ge1\) and \(Q=2\pi p/q\), some nonzero \(N\)-periodic \(f\) has \(E=0\) if and only if \(q\) divides \(N\).

A sum of squares vanishes only if each term does, and \(D\) inherits the period of \(f\). So \(E=0\) means \(D(x)=0\) for every integer \(x\).

Suppose this holds for a nonzero \(f\). Put \(z=e^{iQ}\) and \(w=e^{-iQ}\), so that \(zw=1\) and \(z+w=2\cos Q\). Define \(g(x)=f(x+1)-z f(x)\). From \(D(x+1)=0\),
\[
g(x+1)=f(x+2)-z f(x+1)=w f(x+1)-f(x)=w\,\bigl(f(x+1)-z f(x)\bigr)=w\,g(x).
\]
If \(g(y)\neq0\) for some \(y\), then \(N\) steps give \(g(y)=g(y+N)=w^N g(y)\), hence \(w^N=1\) and \(z^N=1\). If \(g\) vanishes everywhere, then \(f(x+1)=z f(x)\), and the same argument applied to \(f\) gives \(z^N=1\). Either way \(e^{iNQ}=1\), so \(NQ=2\pi m\) for an integer \(m\).

Conversely, let \(NQ=2\pi m\). For a wave \(f(x)=\cos(kx+\varphi)\) of wavenumber \(k\) and phase \(\varphi\), the addition formulas give
\[
D(x)=2(\cos k-\cos Q)\,f(x),
\]
which vanishes at \(k=Q\). The wave \(\cos(Qx)\) has period \(N\), because \(N\) sites advance its argument by \(2\pi m\), and it equals 1 at \(x=0\).

Finally, \(N\cdot 2\pi p/q=2\pi m\) means \(Np=mq\). Then \(q\) divides \(Np\), and coprimality gives \(q\mid N\). If instead \(N=qc\), the choice \(m=pc\) works.

Starting instead from \(f(x)=Ae^{iQx}+Be^{-iQx}\) as the general solution of \(D=0\) would leave a gap at \(Q=0\) and \(Q=\pi\). There the two exponentials coincide, and \(x\cos(Qx)\) is a further solution, which periodicity must then exclude. The argument through \(g\) needs no such case.

## Modulations, mismatch and energy in Lean

```lean
import Mathlib

open Finset

namespace ExcitonicDensityWave

noncomputable section
```

The wavenumber `Q` is a real number, and `f : ℤ → ℝ` is a single real amplitude per site.

```lean
/-- The local mismatch at site `x` of a modulation `f` with preferred wavenumber `Q`. -/
def mismatch (Q : ℝ) (f : ℤ → ℝ) (x : ℤ) : ℝ :=
  f (x + 1) + f (x - 1) - 2 * Real.cos Q * f x
```

The energy is summed over the sites \(0,\dots,N-1\) and is not divided by \(N\). It is a quadratic model functional, not derived from an electron–hole Hamiltonian, and it has no quartic term to fix the amplitude.

```lean
/-- The energy of a modulation: the squared mismatch summed over a supercell of `N` sites. -/
def energy (N : ℕ) (Q : ℝ) (f : ℤ → ℝ) : ℝ :=
  ∑ x ∈ range N, (mismatch Q f (x : ℤ)) ^ 2

/-- The cosine density wave with wavenumber `k` and phase `φ`. -/
def wave (k φ : ℝ) (x : ℤ) : ℝ := Real.cos (k * x + φ)
```

The first theorem passes from the supercell to the infinite chain. The hypothesis `Function.Periodic f (N : ℤ)` says that \(N\) is a period, not necessarily the smallest. The proof shows that the mismatch is periodic, replaces \(x\) by its remainder mod \(N\), and reads off the corresponding zero term of the sum.

```lean
/-- In a supercell of `N ≥ 1` sites, an `N`-periodic modulation has zero energy exactly when its
mismatch vanishes at every site of the infinite chain. -/
theorem energy_eq_zero_iff {N : ℕ} (hN : 0 < N) {Q : ℝ} {f : ℤ → ℝ}
    (hf : Function.Periodic f (N : ℤ)) :
    energy N Q f = 0 ↔ ∀ x, mismatch Q f x = 0 := by
  constructor
  · intro h x
    -- The mismatch inherits the period of the modulation.
    have hp : Function.Periodic (mismatch Q f) (N : ℤ) := by
      intro y
      have h1 : f (y + N + 1) = f (y + 1) := by
        rw [show y + (N : ℤ) + 1 = y + 1 + N by ring]
        exact hf _
      have h2 : f (y + N - 1) = f (y - 1) := by
        rw [show y + (N : ℤ) - 1 = y - 1 + N by ring]
        exact hf _
      simp only [mismatch, h1, h2, hf y]
    have hN' : (0 : ℤ) < N := by exact_mod_cast hN
    have h0 := Int.emod_nonneg x hN'.ne'
    have h1 := Int.emod_lt_of_pos x hN'
    have hx : x % (N : ℤ) + x / (N : ℤ) * (N : ℤ) = x := by
      have := Int.emod_def x (N : ℤ)
      linarith
    -- Fold the site back into the supercell.
    have h2 := hp.int_mul (x / (N : ℤ)) (x % (N : ℤ))
    simp only [Int.cast_id] at h2
    rw [hx] at h2
    obtain ⟨n, hn⟩ := Int.eq_ofNat_of_zero_le h0
    rw [hn] at h1 h2
    have hnN : n < N := by exact_mod_cast h1
    unfold energy at h
    have h3 := (sum_eq_zero_iff_of_nonneg (fun i _ => sq_nonneg _)).1 h n (mem_range.2 hnN)
    rw [h2]
    exact (pow_eq_zero_iff two_ne_zero).1 h3
  · intro h
    simp [energy, h]
```

## The cost of a cosine wave

The next two results are the addition-formula computation and its squared sum. They show in what sense \(Q\) is preferred: the cost of a wave carries the factor \((\cos k-\cos Q)^2\).

```lean
/-- The mismatch of a cosine wave is the wave itself times `2 (cos k - cos Q)`. -/
theorem mismatch_wave (Q k φ : ℝ) (x : ℤ) :
    mismatch Q (wave k φ) x = 2 * (Real.cos k - Real.cos Q) * wave k φ x := by
  simp only [mismatch, wave]
  push_cast
  rw [show k * ((x : ℝ) + 1) + φ = (k * x + φ) + k by ring,
    show k * ((x : ℝ) - 1) + φ = (k * x + φ) - k by ring,
    Real.cos_add (k * x + φ) k, Real.cos_sub (k * x + φ) k]
  ring

/-- The energy of a cosine wave is `4 (cos k - cos Q)²` times its summed squared amplitude. -/
theorem energy_wave (N : ℕ) (Q k φ : ℝ) :
    energy N Q (wave k φ) =
      4 * (Real.cos k - Real.cos Q) ^ 2 * ∑ x ∈ range N, (wave k φ (x : ℤ)) ^ 2 := by
  simp only [energy, mismatch_wave]
  rw [mul_sum]
  exact sum_congr rfl fun x _ => by ring
```

## Why the phase must close

An amplitude that gains a factor \(z\) per site gains \(z^n\) over \(n\) sites, by induction. Setting \(n=N\) and cancelling a nonzero value gives \(z^N=1\).

```lean
/-- If a nonzero `N`-periodic complex amplitude is multiplied by `z` from each site to the next,
then `z ^ N = 1`. -/
theorem bloch_phase {N : ℕ} {g : ℤ → ℂ} {z : ℂ} (hg : Function.Periodic g (N : ℤ))
    (hs : ∀ x, g (x + 1) = z * g x) (h0 : g ≠ 0) : z ^ N = 1 := by
  obtain ⟨y, hy⟩ := Function.ne_iff.1 h0
  have hn : ∀ n : ℕ, g (y + n) = z ^ n * g y := by
    intro n
    induction n with
    | zero => simp
    | succ n ih =>
      rw [show y + ((n + 1 : ℕ) : ℤ) = y + n + 1 by push_cast; ring, hs, ih]
      ring
  have h := hn N
  rw [hg y] at h
  exact mul_right_cancel₀ hy (by rw [one_mul]; exact h.symm)
```

In `phase_closes`, `hz` and `hsum` record \(zw=1\) and \(z+w=2\cos Q\). The `generalize` lines then forget that \(z\) and \(w\) are exponentials, since only these two relations are used. The `by_cases` split asks whether \(g\) vanishes identically, and the `linear_combination` in the second case is the displayed computation of \(g(x+1)\).

```lean
/-- If a nonzero `N`-periodic modulation has no mismatch at any site, the phase factor
`exp (iQ)` closes after `N` sites. -/
theorem phase_closes {N : ℕ} {Q : ℝ} {f : ℤ → ℝ} (hf : Function.Periodic f (N : ℤ))
    (h0 : f ≠ 0) (h : ∀ x, mismatch Q f x = 0) :
    Complex.exp (Q * Complex.I) ^ N = 1 := by
  have hz : Complex.exp (Q * Complex.I) * Complex.exp (-(Q * Complex.I)) = 1 := by
    rw [← Complex.exp_add, add_neg_cancel, Complex.exp_zero]
  have hsum : Complex.exp (Q * Complex.I) + Complex.exp (-(Q * Complex.I))
      = 2 * (Real.cos Q : ℂ) := by
    rw [← neg_mul, Complex.exp_mul_I, Complex.exp_mul_I, Complex.cos_neg, Complex.sin_neg,
      Complex.ofReal_cos]
    ring
  generalize Complex.exp (Q * Complex.I) = z at *
  generalize Complex.exp (-(Q * Complex.I)) = w at *
  by_cases hg : (fun x : ℤ => (f (x + 1) : ℂ) - z * (f x : ℂ)) = 0
  · -- The modulation itself is a single Bloch wave.
    refine bloch_phase (g := fun x => (f x : ℂ)) (fun x => ?_) (fun x => ?_) ?_
    · exact congrArg Complex.ofReal (hf x)
    · exact sub_eq_zero.1 (congrFun hg x)
    · intro hc
      exact h0 (funext fun x => Complex.ofReal_injective (congrFun hc x))
  · -- Otherwise the remainder is a Bloch wave running the other way.
    have hw : w ^ N = 1 := by
      refine bloch_phase (fun x => ?_) (fun x => ?_) hg
      · have h1 : f (x + N + 1) = f (x + 1) := by
          rw [show x + (N : ℤ) + 1 = x + 1 + N by ring]
          exact hf _
        simp only [h1, hf x]
      · have hm := h (x + 1)
        simp only [mismatch, add_sub_cancel_right] at hm
        have hc : (f (x + 1 + 1) : ℂ) + f x - 2 * (Real.cos Q : ℂ) * f (x + 1) = 0 := by
          exact_mod_cast hm
        linear_combination hc - (f (x + 1) : ℂ) * hsum + (f x : ℂ) * hz
    calc z ^ N = z ^ N * w ^ N := by rw [hw, mul_one]
      _ = 1 := by rw [← mul_pow, hz, one_pow]
```

## Which supercells admit a zero mode

When the phase closes, every \(\varphi\) gives a periodic wave of zero energy. Some of these waves can vanish identically, as for \(Q=0\), \(\varphi=\pi/2\), so the existence proof below uses \(\varphi=0\).

```lean
/-- If `N Q` is a multiple of `2π`, the cosine wave of wavenumber `Q` fits the supercell and has
zero energy for every phase. -/
theorem sliding_waves {N : ℕ} {Q : ℝ} {m : ℤ} (hm : (N : ℝ) * Q = 2 * Real.pi * m) (φ : ℝ) :
    Function.Periodic (wave Q φ) (N : ℤ) ∧ energy N Q (wave Q φ) = 0 := by
  constructor
  · intro x
    simp only [wave]
    push_cast
    rw [show Q * ((x : ℝ) + N) + φ = (Q * x + φ) + m * (2 * Real.pi) by
      linear_combination hm]
    exact Real.cos_add_int_mul_two_pi _ _
  · rw [energy_wave]
    ring
```

The criterion for arbitrary real \(Q\) combines both directions. `Complex.exp_eq_one_iff` turns \(e^{iNQ}=1\) into the integer \(m\).

```lean
/-- For any real preferred wavenumber `Q`, a nonempty supercell hosts a nonzero zero-energy
modulation exactly when `N Q` is an integer multiple of `2π`. -/
theorem exists_zero_mode_iff {N : ℕ} (hN : 0 < N) (Q : ℝ) :
    (∃ f : ℤ → ℝ, f ≠ 0 ∧ Function.Periodic f (N : ℤ) ∧ energy N Q f = 0) ↔
      ∃ m : ℤ, (N : ℝ) * Q = 2 * Real.pi * m := by
  constructor
  · rintro ⟨f, h0, hf, he⟩
    have h := phase_closes hf h0 ((energy_eq_zero_iff hN hf).1 he)
    rw [← Complex.exp_nat_mul, Complex.exp_eq_one_iff] at h
    obtain ⟨m, hm⟩ := h
    refine ⟨m, Complex.ofReal_injective ?_⟩
    push_cast
    apply mul_right_cancel₀ Complex.I_ne_zero
    linear_combination hm
  · rintro ⟨m, hm⟩
    refine ⟨wave Q 0, fun hc => ?_, sliding_waves hm 0⟩
    have h := congrFun hc 0
    simp [wave] at h
```

For rational \(Q/2\pi\), `IsCoprime p (q : ℤ)` expresses lowest terms; \(p\) may be negative, or zero when \(q=1\). The proof clears the denominator to reach \(Np=mq\) in the integers and then removes \(p\) by coprimality. Without lowest terms the equivalence can fail: \(p=2\), \(q=4\) gives \(Q=\pi\), which two sites host although 4 does not divide 2.

```lean
/-- For coprime `p` and `q` with `q ≥ 1`, a supercell of `N ≥ 1` sites hosts a nonzero modulation
of zero energy at preferred wavenumber `2πp/q` exactly when `q` divides `N`. -/
theorem commensurate_iff {N q : ℕ} {p : ℤ} (hN : 0 < N) (hq : 0 < q)
    (hpq : IsCoprime p (q : ℤ)) :
    (∃ f : ℤ → ℝ, f ≠ 0 ∧ Function.Periodic f (N : ℤ) ∧
      energy N (2 * Real.pi * p / q) f = 0) ↔ q ∣ N := by
  have hq' : (q : ℝ) ≠ 0 := by exact_mod_cast hq.ne'
  rw [exists_zero_mode_iff hN]
  constructor
  · rintro ⟨m, hm⟩
    have e : (N : ℝ) * (2 * Real.pi * p / q) * q = 2 * Real.pi * (N * p) * (q / q) := by ring
    rw [div_self hq', mul_one] at e
    have h : (N : ℝ) * p = m * q := by
      apply mul_left_cancel₀ Real.two_pi_pos.ne'
      linear_combination (q : ℝ) * hm - e
    have hi : (N : ℤ) * p = m * q := by exact_mod_cast h
    -- Coprimality removes the numerator of the wavenumber.
    have hd : (q : ℤ) ∣ (N : ℤ) * p := ⟨m, by rw [hi, mul_comm]⟩
    exact Int.natCast_dvd_natCast.1 (hpq.symm.dvd_of_dvd_mul_right hd)
  · rintro ⟨c, rfl⟩
    refine ⟨p * c, ?_⟩
    push_cast
    rw [show (q : ℝ) * c * (2 * Real.pi * p / q) = (q / q) * (2 * Real.pi * (p * c)) by ring,
      div_self hq', one_mul]
```

The last theorem states the penalty. The energy is a sum of squares, hence nonnegative, and a zero value would contradict the equivalence just proved. The theorem gives no minimum size for the penalty: multiplying \(f\) by \(t\) multiplies the energy by \(t^2\).

```lean
/-- For coprime `p` and `q` with `q ≥ 1`, if `q` does not divide `N ≥ 1`, every nonzero
`N`-periodic modulation has strictly positive energy at preferred wavenumber `2πp/q`. -/
theorem incommensurate_penalty {N q : ℕ} {p : ℤ} (hN : 0 < N) (hq : 0 < q)
    (hpq : IsCoprime p (q : ℤ)) (hd : ¬ q ∣ N) {f : ℤ → ℝ} (h0 : f ≠ 0)
    (hf : Function.Periodic f (N : ℤ)) : 0 < energy N (2 * Real.pi * p / q) f := by
  have hnn : 0 ≤ energy N (2 * Real.pi * p / q) f := sum_nonneg fun _ _ => sq_nonneg _
  exact lt_of_le_of_ne hnn fun he => hd ((commensurate_iff hN hq hpq).1 ⟨f, h0, hf, he.symm⟩)

end

end ExcitonicDensityWave
```

```lean
#print axioms ExcitonicDensityWave.energy_eq_zero_iff
#print axioms ExcitonicDensityWave.incommensurate_penalty
```

```
'ExcitonicDensityWave.energy_eq_zero_iff' depends on axioms: [propext, Classical.choice, Quot.sound]
'ExcitonicDensityWave.incommensurate_penalty' depends on axioms: [propext, Classical.choice, Quot.sound]
```

For supercell simulations of density waves, this one-dimensional quadratic model shows how the chosen cell length alone can exclude every nonzero zero-energy modulation, so that any nonzero modulation fitting the cell costs energy.
